# For amplitudes of weights \(1-p\) and \(p\), the geometric phase changes the squared norm of their sum by at most \(4\sqrt{p(1-p)}\)

Suppose that a molecule can reach a final state in two ways: directly, or by a motion that encircles a conical intersection. Take the smallest case, in which each way contributes one real number. The direct amplitude is \(f=\sqrt{0.99}\) and the encircling amplitude is \(g=\sqrt{0.01}=0.1\), so the encircling part carries one percent of the weight. The scale is set by letting the two separate weights add up to one; the squares below are therefore relative intensities, not probabilities, and may exceed one. Without the geometric phase the amplitudes add:

\[
(f+g)^2 = 1+2fg \approx 1.199 .
\]

The adiabatic electronic state changes sign when it is carried once around the intersection. If this sign is included, \(g\) enters with a minus:

\[
(f-g)^2 = 1-2fg \approx 0.801 .
\]

The change is \(-4fg\approx-0.398\), from one percent of encirclement. The weight of \(g\) is quadratic in \(g\), while the interference term is linear in it.

In general \(f\) and \(g\) are vectors, possibly complex, and their overlap decides how much of this effect survives. In quantum scattering calculations near a conical intersection, the bound below limits how much leaving out the phase can change the squared norm of the amplitude for a final state, provided that this amplitude is a sum of two such parts whose weights are known.

## Amplitudes as vectors

The amplitudes live in an inner-product space \(E\) over the real or complex numbers. In Lean the scalar field is `𝕜`, and `RCLike 𝕜` covers both cases. The dimension of \(E\) is arbitrary, finite or infinite.

```lean
import Mathlib

noncomputable section

namespace GeometricPhaseEncirclement

variable (𝕜 : Type*) {E : Type*} [RCLike 𝕜] [NormedAddCommGroup E] [InnerProductSpace 𝕜 E]
```

The quantity of interest is the squared norm with the phase minus the squared norm without it,

\[
\Delta(f,g)=\|f-g\|^2-\|f+g\|^2 .
\]

```lean
/-- The change of the squared norm when the geometric phase is included: the encircling
amplitude `g` then enters with a minus sign relative to the direct amplitude `f`. -/
def phaseEffect (f g : E) : ℝ := ‖f - g‖ ^ 2 - ‖f + g‖ ^ 2
```

A negative `phaseEffect` means that the phase lowers the squared norm. The definition contains the one physical input, the relative sign. That a nuclear wavefunction separates into a direct and an encircling part, and that the phase reverses their relative sign while leaving both parts otherwise unchanged, is the step from this model to a real molecule. The model assumes it; a justification would use the topology of the nuclear motion.

The weights are fixed by

\[
\|f\|^2+\|g\|^2=1,\qquad \|g\|^2=p .
\]

```lean
/-- The direct amplitude `f` and the encircling amplitude `g` have total weight one,
and the encircling part has weight `p`. -/
structure IsSplit (p : ℝ) (f g : E) : Prop where
  total : ‖f‖ ^ 2 + ‖g‖ ^ 2 = 1
  encircling : ‖g‖ ^ 2 = p
```

`IsSplit p f g` holds these two equations, which force \(0\le p\le 1\). The normalisation applies to the sum of the separate weights, and \(\|f+g\|^2\) itself may lie anywhere between 0 and 2. If the superposition is written with a prefactor \(1/\sqrt2\), as \((f\pm g)/\sqrt2\), every change given here is halved.

## Only the interference term changes

Expanding both squares gives

\[
\|f\pm g\|^2=\|f\|^2\pm 2\,\mathrm{Re}\langle f,g\rangle+\|g\|^2 ,
\]

and the subtraction removes the separate weights:

\[
\Delta(f,g)=-4\,\mathrm{Re}\langle f,g\rangle .
\]

```lean
/-- The geometric phase acts only through the interference term: its effect is
minus four times the real part of the overlap of the two amplitudes. -/
theorem phaseEffect_eq (f g : E) :
    phaseEffect f g = -4 * RCLike.re (inner 𝕜 f g) := by
  unfold phaseEffect
  rw [norm_sub_sq (𝕜 := 𝕜), norm_add_sq (𝕜 := 𝕜)]
  ring
```

The two rewrites with `norm_sub_sq` and `norm_add_sq` are the two expansions, and `ring` does the subtraction. Lean's `inner` is conjugate-linear in its first argument, the usual physics convention.

The real part of a complex number is no larger than its modulus, and the Cauchy–Schwarz inequality bounds the modulus of the overlap:

\[
|\mathrm{Re}\langle f,g\rangle|\le|\langle f,g\rangle|\le\|f\|\,\|g\| .
\]

Hence \(|\Delta(f,g)|\le 4\|f\|\,\|g\|\), with no assumption about the weights.

```lean
include 𝕜 in
/-- The effect of the geometric phase is at most four times the product of the norms
of the direct and encircling amplitudes. -/
theorem abs_phaseEffect_le_norm (f g : E) :
    |phaseEffect f g| ≤ 4 * (‖f‖ * ‖g‖) := by
  have h : |RCLike.re (inner 𝕜 f g)| ≤ ‖f‖ * ‖g‖ :=
    (RCLike.abs_re_le_norm _).trans (norm_inner_le_norm f g)
  obtain ⟨h1, h2⟩ := abs_le.mp h
  rw [phaseEffect_eq 𝕜, abs_le]
  constructor <;> linarith
```

The intermediate statement `h` is this chain of inequalities. It is then split into an upper and a lower bound, from which `linarith` obtains the two bounds on \(\Delta\).

## From norms to the encircling weight

The normalisation gives \(\|f\|^2=1-p\), so

\[
(\|f\|\,\|g\|)^2=(1-p)\,p .
\]

A product of norms is non-negative, and taking the root gives \(\|f\|\,\|g\|=\sqrt{p(1-p)}\).

```lean
/-- For amplitudes of total weight one with encircling weight `p`, the product of
their norms is `√(p (1 - p))`. -/
theorem norm_mul_norm_eq {p : ℝ} {f g : E} (h : IsSplit p f g) :
    ‖f‖ * ‖g‖ = √(p * (1 - p)) := by
  have h1 := h.total
  have h2 := h.encircling
  have h3 : p * (1 - p) = (‖f‖ * ‖g‖) ^ 2 := by
    have h4 : 1 - p = ‖f‖ ^ 2 := by linarith
    rw [h4, ← h2]
    ring
  rw [h3, Real.sqrt_sq (by positivity)]
```

Here `h3` is the squared identity, and `Real.sqrt_sq` takes the root using non-negativity.

Inserting this product into the previous bound yields

\[
|\Delta(f,g)|\le 4\sqrt{p(1-p)} .
\]

```lean
include 𝕜 in
/-- For amplitudes of total weight one with encircling weight `p`, including the
geometric phase changes the squared norm by at most `4 √(p (1 - p))`. -/
theorem abs_phaseEffect_le {p : ℝ} {f g : E} (h : IsSplit p f g) :
    |phaseEffect f g| ≤ 4 * √(p * (1 - p)) := by
  rw [← norm_mul_norm_eq h]
  exact abs_phaseEffect_le_norm 𝕜 f g
```

The theorem takes any pair \(f,g\) that satisfies `IsSplit p f g`, whatever the relative phase or direction of the two amplitudes.

If the condition on the total weight is dropped, the bound can fail. Take the real numbers \(f=2\) and \(g=\tfrac12\), so that \(p=\tfrac14\). Then \(|\Delta|=4fg=4\), whereas \(4\sqrt{p(1-p)}=\sqrt3\). The total weight here is \(17/4\). More generally, for \(0<p<1\) and any total above one, amplitudes that are real multiples of each other exceed the bound, because then \(\|f\|^2>1-p\) and \(|\Delta|=4\|f\|\,\|g\|\). A smaller total would do no harm to the inequality, since \(\|f\|^2\le 1-p\) already gives \(\|f\|\,\|g\|\le\sqrt{p(1-p)}\).

## When the overlap is as large as possible

To find the amplitudes that reach the bound, rescale both to the common norm \(\|f\|\,\|g\|\) and compare them:

\[
\begin{aligned}
\big\|\,\|g\|f-\|f\|g\,\big\|^2
&=\|g\|^2\|f\|^2-2\|f\|\,\|g\|\,\mathrm{Re}\langle f,g\rangle+\|f\|^2\|g\|^2\\
&=2\|f\|\,\|g\|\,\big(\|f\|\,\|g\|-\mathrm{Re}\langle f,g\rangle\big).
\end{aligned}
\]

If \(\mathrm{Re}\langle f,g\rangle=\|f\|\,\|g\|\), the right side vanishes and the rescaled amplitudes coincide. Conversely, if they coincide, one of the two factors on the right is zero. Either the bracket vanishes, which is the claim, or \(\|f\|\,\|g\|=0\), and then the overlap is zero as well and the claim reads \(0=0\).

```lean
/-- The real part of the overlap of two amplitudes equals the product of their norms
exactly when the amplitudes, rescaled to a common norm, coincide. -/
theorem re_inner_eq_iff (f g : E) :
    RCLike.re (inner 𝕜 f g) = ‖f‖ * ‖g‖ ↔
      ((‖g‖ : ℝ) : 𝕜) • f = ((‖f‖ : ℝ) : 𝕜) • g := by
  -- the mismatch of the rescaled amplitudes measures the Cauchy-Schwarz deficit
  have key : ‖((‖g‖ : ℝ) : 𝕜) • f - ((‖f‖ : ℝ) : 𝕜) • g‖ ^ 2 =
      2 * (‖f‖ * ‖g‖) * (‖f‖ * ‖g‖ - RCLike.re (inner 𝕜 f g)) := by
    rw [norm_sub_sq (𝕜 := 𝕜)]
    simp only [norm_smul, inner_smul_left, inner_smul_right, RCLike.conj_ofReal,
      RCLike.re_ofReal_mul, RCLike.norm_ofReal, abs_norm]
    ring
  constructor
  · intro h
    rw [h, sub_self, mul_zero] at key
    exact sub_eq_zero.mp (norm_eq_zero.mp (pow_eq_zero_iff two_ne_zero |>.mp key))
  · intro h
    rw [h, sub_self, norm_zero] at key
    have key' : (‖f‖ * ‖g‖) * (‖f‖ * ‖g‖ - RCLike.re (inner 𝕜 f g)) = 0 := by
      linarith
    rcases mul_eq_zero.mp key' with h0 | h0
    · -- one amplitude vanishes, and so does the overlap
      have hb : |RCLike.re (inner 𝕜 f g)| ≤ ‖f‖ * ‖g‖ :=
        (RCLike.abs_re_le_norm _).trans (norm_inner_le_norm f g)
      obtain ⟨h1, h2⟩ := abs_le.mp hb
      linarith
    · linarith
```

The displayed identity is `key`. The coefficients appear as `((‖g‖ : ℝ) : 𝕜)` because a norm is a real number and has to be read as a scalar of `𝕜` before it can multiply a vector. The two bullets after `constructor` are the two directions of the argument, and `rcases` separates the two factors.

By the formula for \(\Delta\), the bound is reached exactly when \(|\mathrm{Re}\langle f,g\rangle|=\|f\|\,\|g\|\), that is, when the real part is \(+\|f\|\,\|g\|\) or \(-\|f\|\,\|g\|\). The plus case was just settled. The minus case follows by applying the same result to \(f\) and \(-g\). Together,

\[
|\Delta(f,g)|=4\sqrt{p(1-p)}
\iff
\|g\|f=\|f\|g\ \ \text{or}\ \ \|g\|f=-\|f\|g .
\]

```lean
/-- For amplitudes of total weight one with encircling weight `p`, the geometric phase has
the effect `4 √(p (1 - p))` in absolute value exactly when the amplitudes, rescaled to a
common norm, agree up to a sign. -/
theorem abs_phaseEffect_eq_iff {p : ℝ} {f g : E} (h : IsSplit p f g) :
    |phaseEffect f g| = 4 * √(p * (1 - p)) ↔
      ((‖g‖ : ℝ) : 𝕜) • f = ((‖f‖ : ℝ) : 𝕜) • g ∨
      ((‖g‖ : ℝ) : 𝕜) • f = -(((‖f‖ : ℝ) : 𝕜) • g) := by
  have hminus := re_inner_eq_iff 𝕜 f (-g)
  simp only [inner_neg_right, map_neg, norm_neg, smul_neg] at hminus
  rw [← norm_mul_norm_eq h, phaseEffect_eq 𝕜, ← re_inner_eq_iff 𝕜 f g, ← hminus]
  have hn : 0 ≤ ‖f‖ * ‖g‖ := by positivity
  constructor
  · intro h0
    rcases abs_cases (-4 * RCLike.re (inner 𝕜 f g)) with ⟨h1, _⟩ | ⟨h1, _⟩
    · right
      linarith
    · left
      linarith
  · rintro (h0 | h0)
    · rw [abs_of_nonpos (by linarith)]
      linarith
    · rw [abs_of_nonneg (by linarith)]
      linarith
```

The statement `hminus` is the result for \(-g\), with the signs moved out of the inner product and the norm. The rewrites turn both vector equations into equations for the real part of the overlap, and the remaining cases distinguish the sign inside the absolute value.

When both amplitudes are non-zero, the condition says that \(f\) is a real multiple of \(g\). With the plus sign the phase turns constructive interference into destructive interference; with the minus sign it does the reverse. Being parallel in the complex sense is not enough: for \(f=\sqrt{0.99}\) and \(g=0.1\,i\) in \(\mathbb C\), each amplitude is a complex multiple of the other, yet \(\mathrm{Re}\langle f,g\rangle=0\) and the phase changes nothing.

## A pair that reaches the bound for every weight

Let \(e\) be a unit vector and \(0\le p\le1\). Put

\[
f=\sqrt{1-p}\;e,\qquad g=\sqrt p\;e .
\]

The weights are \(1-p\) and \(p\), and the overlap is \(\sqrt{1-p}\,\sqrt p\). Therefore

\[
\Delta(f,g)=-4\sqrt{p(1-p)} .
\]

```lean
/-- For `p` between zero and one and a unit vector `e`, the direct amplitude `√(1 - p) e` and the
encircling amplitude `√p e` have total weight one and encircling weight `p`, and including the
geometric phase changes the squared norm by `-4 √(p (1 - p))`. -/
theorem phaseEffect_parallel {p : ℝ} (hp0 : 0 ≤ p) (hp1 : p ≤ 1) {e : E} (he : ‖e‖ = 1) :
    IsSplit p (((√(1 - p) : ℝ) : 𝕜) • e) (((√p : ℝ) : 𝕜) • e) ∧
    phaseEffect (((√(1 - p) : ℝ) : 𝕜) • e) (((√p : ℝ) : 𝕜) • e) =
      -(4 * √(p * (1 - p))) := by
  have hnorm : ∀ q : ℝ, 0 ≤ q → ‖((√q : ℝ) : 𝕜) • e‖ ^ 2 = q := by
    intro q hq
    rw [norm_smul, RCLike.norm_ofReal, he, mul_one, sq_abs, Real.sq_sqrt hq]
  have hin : RCLike.re (inner 𝕜 e e) = 1 := by
    rw [inner_self_eq_norm_sq, he, one_pow]
  refine ⟨⟨?_, hnorm p hp0⟩, ?_⟩
  · rw [hnorm p hp0, hnorm (1 - p) (by linarith)]
    ring
  · rw [phaseEffect_eq 𝕜, Real.sqrt_mul hp0]
    simp only [inner_smul_left, inner_smul_right, RCLike.conj_ofReal,
      RCLike.re_ofReal_mul, hin]
    ring
```

The first half of the conclusion confirms that the pair satisfies `IsSplit`, and the second gives its effect with the sign. The auxiliary statement `hnorm` computes the squared norm of \(\sqrt q\,e\) for any \(q\ge0\), and so serves both amplitudes. At \(p=0\) or \(p=1\) one amplitude vanishes and so does the effect.

## Changes summed over final channels

A scattering experiment resolves the outcome into final channels, such as rovibrational states of the product. Let channel \(i\) have direct amplitude \(f_i\) and encircling amplitude \(g_i\), with

\[
\sum_i\|f_i\|^2+\sum_i\|g_i\|^2=1,\qquad \sum_i\|g_i\|^2=p .
\]

The single-pair bound holds in each channel, and the Cauchy–Schwarz inequality for the lists of norms does the rest:

\[
\sum_i|\Delta(f_i,g_i)|
\le 4\sum_i\|f_i\|\,\|g_i\|
\le 4\sqrt{\sum_i\|f_i\|^2}\,\sqrt{\sum_i\|g_i\|^2}
=4\sqrt{p(1-p)} .
\]

```lean
include 𝕜 in
/-- Let the amplitudes be resolved into finitely many channels, with total weight one and
total encircling weight `p`. The absolute changes due to the geometric phase, summed over
all channels, are at most `4 √(p (1 - p))`. -/
theorem sum_abs_phaseEffect_le {ι : Type*} [Fintype ι] {p : ℝ} (f g : ι → E)
    (htotal : ∑ i, ‖f i‖ ^ 2 + ∑ i, ‖g i‖ ^ 2 = 1) (hp : ∑ i, ‖g i‖ ^ 2 = p) :
    ∑ i, |phaseEffect (f i) (g i)| ≤ 4 * √(p * (1 - p)) := by
  -- Cauchy-Schwarz over the channels
  have hcs : (∑ i, ‖f i‖ * ‖g i‖) ^ 2 ≤ p * (1 - p) := by
    have h := Finset.sum_mul_sq_le_sq_mul_sq Finset.univ
      (fun i => ‖f i‖) (fun i => ‖g i‖)
    have hf : ∑ i, ‖f i‖ ^ 2 = 1 - p := by linarith
    rw [hf, hp] at h
    linarith
  calc ∑ i, |phaseEffect (f i) (g i)|
      ≤ ∑ i, 4 * (‖f i‖ * ‖g i‖) :=
        Finset.sum_le_sum fun i _ => abs_phaseEffect_le_norm 𝕜 (f i) (g i)
    _ = 4 * ∑ i, ‖f i‖ * ‖g i‖ := by rw [Finset.mul_sum]
    _ ≤ 4 * √(p * (1 - p)) := by
        have h := (le_abs_self _).trans (Real.abs_le_sqrt hcs)
        linarith
```

The finite type `ι` labels the channels. The choice \(E=\mathbb C\) gives one complex amplitude per channel, and a larger \(E\) leaves room for unresolved structure. In the proof, `hcs` is the Cauchy–Schwarz step in squared form, and the `calc` block follows the displayed chain.

The absolute values matter because changes in different channels can cancel. With two channels, \(f=(a,a)\) and \(g=(b,-b)\) for real \(a,b>0\), the changes are \(-4ab\) and \(+4ab\). The total probability is the same with and without the phase, as conservation of probability demands of a complete set of channels, while the distribution over the channels is altered.

## One percent encirclement

For \(p=1/100\) the bound is

\[
4\sqrt{0.01\cdot0.99}=4\sqrt{0.0099} .
\]

Since \(0.099475^2<0.0099<0.0995^2\), this number lies between \(0.3979\) and \(0.398\). Amplitudes that coincide after rescaling reach the bound, so their change lies in the same interval.

```lean
/-- With total weight one, one percent encirclement and amplitudes that coincide after
rescaling to a common norm, the geometric phase changes the squared norm by an amount
between 0.3979 and 0.398. -/
theorem one_percent_encirclement {f g : E} (h : IsSplit (1 / 100) f g)
    (hpar : ((‖g‖ : ℝ) : 𝕜) • f = ((‖f‖ : ℝ) : 𝕜) • g) :
    0.3979 < |phaseEffect f g| ∧ |phaseEffect f g| < 0.398 := by
  rw [(abs_phaseEffect_eq_iff 𝕜 h).mpr (Or.inl hpar)]
  have h1 : (0.099475 : ℝ) < √(1 / 100 * (1 - 1 / 100)) :=
    (Real.lt_sqrt (by norm_num)).mpr (by norm_num)
  have h2 : √(1 / 100 * (1 - 1 / 100)) < (0.0995 : ℝ) :=
    (Real.sqrt_lt' (by norm_num)).mpr (by norm_num)
  constructor <;> linarith

end GeometricPhaseEncirclement
```

The hypothesis `hpar` is the plus case of the equality condition, and the first rewrite uses it to replace the effect by the value of the bound. The statements `h1` and `h2` then enclose the square root by comparing squares. This recovers the change of the opening example for vectors in any real or complex inner-product space. It is an absolute change, on the scale where the separate weights add up to one.

```lean
#print axioms GeometricPhaseEncirclement.abs_phaseEffect_le
#print axioms GeometricPhaseEncirclement.phaseEffect_parallel
#print axioms GeometricPhaseEncirclement.sum_abs_phaseEffect_le
#print axioms GeometricPhaseEncirclement.one_percent_encirclement
```

```
'GeometricPhaseEncirclement.abs_phaseEffect_le' depends on axioms: [propext, Classical.choice, Quot.sound]
'GeometricPhaseEncirclement.phaseEffect_parallel' depends on axioms: [propext, Classical.choice, Quot.sound]
'GeometricPhaseEncirclement.sum_abs_phaseEffect_le' depends on axioms: [propext, Classical.choice, Quot.sound]
'GeometricPhaseEncirclement.one_percent_encirclement' depends on axioms: [propext, Classical.choice, Quot.sound]
```
